# On finitely many sites, a quadratic density penalty recovers the constrained energy minimum as its strength grows

## Which potential does a finite penalty give?

Let $T$ be a Hermitian matrix on a finite set of sites and $n$ a probability vector, the target density. A density matrix $G$ is positive semidefinite with trace one, and its density is $\rho_x(G)=G_{xx}$. Write $F$ for the least $E(G)=\mathrm{Re}\,\mathrm{tr}(TG)$ among density matrices with density $n$.

To find a potential that produces $n$, I drop the constraint and minimise
$$P_k(G)=E(G)+k\,D(G),\qquad D(G)=\sum_x(\rho_x(G)-n_x)^2 .$$
I then read off $v_x=2k(\rho_x(G)-n_x)$. At finite $k$ the density generally differs from $n$, and as $k$ grows $v$ is a large number times a small one. Does the minimum really approach $F$, and is $v$ the potential of anything?

## An exact potential for a nearby density

Yes to both. For $k\ge 0$, a minimiser $G$ is a ground state, possibly mixed, of $T+v$, so $v$ is an exact potential for the density that $G$ actually has. For $k>0$ the squared error of that density is at most $(F-\lambda_{\min})/k$, where $\lambda_{\min}$ is the lowest eigenvalue of $T$. This supports penalty-based density-to-potential inversion for a single particle on a finite lattice, with mixed states allowed.

**Both minima exist.** The $2\times2$ minors give $|G_{ij}|^2\le G_{ii}G_{jj}\le1$, so the density matrices form a bounded set. It is also closed, hence compact. The diagonal matrix of $n$ has density $n$, so both searches run over nonempty compact sets, and the continuous functions $E$ and $P_k$ attain their minima.

**The error bound.** Write $T=U\,\mathrm{diag}(\lambda_i)\,U^\dagger$. The populations $p_i=(U^\dagger GU)_{ii}$ are nonnegative and sum to one, so $E(G)=\sum_i\lambda_ip_i\ge\lambda_{\min}$. Let $G_0$ attain $F$; then $D(G_0)=0$. For a minimiser $G$ of $P_k$ with $k>0$,
$$\lambda_{\min}+kD(G)\le P_k(G)\le P_k(G_0)=F .$$

**Convergence.** Let $M(k)=\min P_k$. The comparison with $G_0$ gives $M(k)\le F$. If $k\le l$ and $G$ minimises $P_l$, then $M(k)\le P_k(G)\le P_l(G)=M(l)$.

Now take $a<F$. On the compact set of states with $E\le a$, $D$ never vanishes, since $D=0$ would force $E\ge F$. Hence $D\ge\delta$ there for some $\delta>0$ (any $\delta$ will do if the set is empty). If $M(k)\le a$ with $k>0$, a minimiser has $E\le a$, so $\delta\le(F-\lambda_{\min})/k$. This fails for large $k$, and then $a<M(k)\le F$.

**The potential.** Fix $G$ and its $v$, and let $E_v$ be the energy for $T+\mathrm{diag}(v)$. Expanding the squares gives
$$P_k(G')-P_k(G)=E_v(G')-E_v(G)+S,\qquad S=k\sum_x(\rho_x(G')-\rho_x(G))^2 .$$
If $G$ minimises $E_v$, the right side is nonnegative, so $G$ minimises $P_k$. Conversely, let $G$ minimise $P_k$ and suppose $E_v(G')=E_v(G)-d$ with $d>0$. The mixture $(1-t)G+tG'$ changes $P_k$ by $-td+t^2S$. At $t=d/(S+d)$ this equals $-t^2d<0$, a contradiction.

## How the Lean statements express this

`density` and `energy` take real parts, which changes nothing for Hermitian matrices. `penalisedMin` and `constrainedMin` are infima, and the two `IsLeast` theorems show that they are attained. The hypothesis `n ∈ stdSimplex ℝ ι` makes $n$ a probability vector, and `⨅ i, hT.eigenvalues i` is $\lambda_{\min}$. `IsMinOn` says that no density matrix gives a lower value than $G$; `hG` says that $G$ is itself a density matrix.

`penalisedMin_tendsto` states monotonicity and the upper bound for all real $k$, together with the limit. `densityError_le` needs $k>0$. `minimiser_iff_potential` needs only $k\ge0$, with no condition on $T$ or $n$.

The theorems give no rate for $M(k)\to F$ and no limit for $v$. The error bound by itself would still let $v$ grow like $\sqrt{k}$. Many-electron systems, interacting or not, and continuous space lie beyond this model.

```lean
import Mathlib

open Matrix Filter
open scoped ComplexOrder

namespace DensityInversion

noncomputable section

/-- The density matrices on a finite set of sites: positive semidefinite, of trace one. -/
def densityMatrices (ι : Type*) [Fintype ι] : Set (Matrix ι ι ℂ) :=
  {G | G.PosSemidef ∧ G.trace = 1}

variable {ι : Type*} [Fintype ι]

/-- The site density: the real part of the diagonal entry of `G` at `x`. -/
def density (G : Matrix ι ι ℂ) (x : ι) : ℝ := (G x x).re

/-- The energy `Re tr(TG)`. -/
def energy (T G : Matrix ι ι ℂ) : ℝ := (T * G).trace.re

/-- The squared deviation of the density of `G` from the target `n`. -/
def densityError (n : ι → ℝ) (G : Matrix ι ι ℂ) : ℝ := ∑ x, (density G x - n x) ^ 2

/-- The energy plus `k` times the squared density error. -/
def penalised (T : Matrix ι ι ℂ) (n : ι → ℝ) (k : ℝ) (G : Matrix ι ι ℂ) : ℝ :=
  energy T G + k * densityError n G

/-- The infimum of the penalised energy over all density matrices. -/
def penalisedMin (T : Matrix ι ι ℂ) (n : ι → ℝ) (k : ℝ) : ℝ :=
  sInf (penalised T n k '' densityMatrices ι)

/-- The functional `F`: the infimum of the energy over density matrices with density `n`. -/
def constrainedMin (T : Matrix ι ι ℂ) (n : ι → ℝ) : ℝ :=
  sInf (energy T '' {G ∈ densityMatrices ι | density G = n})

/-- The density of a density matrix is a probability vector. -/
theorem density_mem {G : Matrix ι ι ℂ} (hG : G ∈ densityMatrices ι) :
    density G ∈ stdSimplex ℝ ι := by
  refine ⟨fun x => (Complex.nonneg_iff.1 hG.1.diag_nonneg).1, ?_⟩
  have h := congrArg Complex.re hG.2
  simpa [density, Matrix.trace] using h

/-- The set of density matrices is compact. -/
theorem isCompact_densityMatrices : IsCompact (densityMatrices ι) := by
  have hbox : IsCompact {G : Matrix ι ι ℂ | ∀ i j, ‖G i j‖ ≤ 1} := by
    have h : IsCompact {G : ι → ι → ℂ | ∀ i j, ‖G i j‖ ≤ 1} := by
      have e : {G : ι → ι → ℂ | ∀ i j, ‖G i j‖ ≤ 1} = Set.pi Set.univ fun _ : ι =>
          Set.pi Set.univ fun _ : ι => Metric.closedBall (0 : ℂ) 1 := by
        ext G
        simp [Set.mem_pi]
      rw [e]
      exact isCompact_univ_pi fun _ => isCompact_univ_pi fun _ => isCompact_closedBall 0 1
    exact h
  have hclosed : IsClosed (densityMatrices ι) := by
    have e : densityMatrices ι = ({G | Gᴴ = G} ∩ ⋂ v : ι → ℂ,
        ({G | 0 ≤ (star v ⬝ᵥ G *ᵥ v).re} ∩ {G | 0 = (star v ⬝ᵥ G *ᵥ v).im})) ∩
        {G | G.trace = 1} := by
      ext G
      simp only [densityMatrices, Set.mem_ofPred_eq, posSemidef_iff_dotProduct_mulVec,
        Matrix.IsHermitian, Complex.nonneg_iff, Set.mem_inter_iff, Set.mem_iInter]
    rw [e]
    refine ((isClosed_eq continuous_id.matrix_conjTranspose continuous_id).inter
      (isClosed_iInter fun v => ?_)).inter
      (isClosed_eq continuous_id.matrix_trace continuous_const)
    have hq : Continuous fun G : Matrix ι ι ℂ => star v ⬝ᵥ G *ᵥ v := by
      simp only [dotProduct, Matrix.mulVec]
      exact continuous_finsetSum _ fun i _ => continuous_const.mul
        (continuous_finsetSum _ fun j _ => (continuous_id.matrix_elem i j).mul continuous_const)
    exact (isClosed_le continuous_const (Complex.continuous_re.comp hq)).inter
      (isClosed_eq continuous_const (Complex.continuous_im.comp hq))
  refine hbox.of_isClosed_subset hclosed fun G hG i j => ?_
  -- the 2 × 2 minors bound the coherences by the populations
  have hd : 0 ≤ G i i * G j j - G i j * G j i := by
    have h := (hG.1.submatrix ![i, j]).det_nonneg
    rw [Matrix.det_fin_two] at h
    exact h
  have hji : G j i = star (G i j) := (hG.1.isHermitian.apply j i).symm
  have hre := (Complex.nonneg_iff.1 hd).1
  have him := (Complex.nonneg_iff.1 (hG.1.diag_nonneg (i := i))).2
  have hρ := density_mem hG
  have hle : ∀ x, density G x ≤ 1 := fun x =>
    hρ.2 ▸ Finset.single_le_sum (fun y _ => hρ.1 y) (Finset.mem_univ x)
  have hprod : density G i * density G j ≤ 1 :=
    mul_le_one₀ (hle i) (hρ.1 j) (hle j)
  simp only [hji, Complex.sub_re, Complex.mul_re, Complex.star_def, Complex.conj_re,
    Complex.conj_im, ← him] at hre
  have hs : ‖G i j‖ ^ 2 ≤ 1 := by
    rw [Complex.sq_norm, Complex.normSq_apply]
    unfold density at hprod
    linarith
  nlinarith [norm_nonneg (G i j)]

/-- The energy and the density error depend continuously on the matrix. -/
theorem continuous_energy_error (T : Matrix ι ι ℂ) (n : ι → ℝ) :
    Continuous (energy T) ∧ Continuous (densityError n) :=
  ⟨Complex.continuous_re.comp (continuous_const.matrix_mul continuous_id).matrix_trace,
    continuous_finsetSum _ fun x _ =>
      ((Complex.continuous_re.comp (continuous_id.matrix_elem x x)).sub continuous_const).pow 2⟩

variable [DecidableEq ι]

/-- For a probability vector `n`, some density matrix of density `n` attains `F`. -/
theorem constrainedMin_isLeast (T : Matrix ι ι ℂ) {n : ι → ℝ} (hn : n ∈ stdSimplex ℝ ι) :
    IsLeast (energy T '' {G ∈ densityMatrices ι | density G = n}) (constrainedMin T n) := by
  have hc : IsClosed {G : Matrix ι ι ℂ | density G = n} :=
    isClosed_eq (continuous_pi fun x =>
      Complex.continuous_re.comp (continuous_id.matrix_elem x x)) continuous_const
  refine ((isCompact_densityMatrices.inter_right hc).image
    (continuous_energy_error T n).1).isLeast_sInf (Set.Nonempty.image _ ?_)
  refine ⟨diagonal fun x => (n x : ℂ), ⟨posSemidef_diagonal_iff.2 fun x => ?_, ?_⟩, ?_⟩
  · exact_mod_cast hn.1 x
  · rw [trace_diagonal]
    exact_mod_cast hn.2
  · ext x
    simp [density]

/-- For a probability vector `n`, some density matrix attains the penalised minimum. -/
theorem penalisedMin_isLeast (T : Matrix ι ι ℂ) {n : ι → ℝ} (hn : n ∈ stdSimplex ℝ ι) (k : ℝ) :
    IsLeast (penalised T n k '' densityMatrices ι) (penalisedMin T n k) := by
  obtain ⟨G, hG, -⟩ := (constrainedMin_isLeast T hn).1
  have hc := continuous_energy_error T n
  exact (isCompact_densityMatrices.image
    (hc.1.add (continuous_const.mul hc.2))).isLeast_sInf ⟨_, G, hG.1, rfl⟩

/-- The energy of a density matrix is at least the lowest eigenvalue of the Hermitian `T`. -/
theorem lowest_le_energy {T G : Matrix ι ι ℂ} (hT : T.IsHermitian)
    (hG : G ∈ densityMatrices ι) : ⨅ i, hT.eigenvalues i ≤ energy T G := by
  obtain ⟨U, hU, hs⟩ : ∃ U : Matrix ι ι ℂ, U * Uᴴ = 1 ∧
      T = U * diagonal (fun i => (hT.eigenvalues i : ℂ)) * Uᴴ := by
    refine ⟨hT.eigenvectorUnitary, mem_unitaryGroup_iff.1 hT.eigenvectorUnitary.2, ?_⟩
    have h := hT.spectral_theorem
    rw [Unitary.conjStarAlgAut_apply] at h
    exact h
  -- populations in the eigenbasis
  have hP : Uᴴ * G * U ∈ densityMatrices ι := by
    refine ⟨hG.1.conjTranspose_mul_mul_same U, ?_⟩
    rw [trace_mul_cycle, hU, one_mul, hG.2]
  have ht : (T * G).trace = ∑ i, (hT.eigenvalues i : ℂ) * (Uᴴ * G * U) i i := by
    calc (T * G).trace
        = (U * diagonal (fun i => (hT.eigenvalues i : ℂ)) * Uᴴ * G).trace :=
          congrArg (fun M => (M * G).trace) hs
      _ = (U * (diagonal (fun i => (hT.eigenvalues i : ℂ)) * (Uᴴ * G))).trace := by
          simp only [Matrix.mul_assoc]
      _ = (diagonal (fun i => (hT.eigenvalues i : ℂ)) * (Uᴴ * G * U)).trace := by
          rw [trace_mul_comm]
          simp only [Matrix.mul_assoc]
      _ = _ := by simp only [Matrix.trace, Matrix.diag_apply, Matrix.diagonal_mul]
  have he : energy T G = ∑ i, hT.eigenvalues i * density (Uᴴ * G * U) i := by
    unfold energy density
    rw [ht, Complex.re_sum]
    simp only [Complex.re_ofReal_mul]
  have hρ := density_mem hP
  rw [he, ← mul_one (⨅ i, hT.eigenvalues i), ← hρ.2, Finset.mul_sum]
  exact Finset.sum_le_sum fun i _ => mul_le_mul_of_nonneg_right
    (ciInf_le (Set.finite_range _).bddBelow i) (hρ.1 i)

/-- For Hermitian `T`, a probability vector `n` and `k > 0`, every minimiser of the penalised
energy has squared density error at most `(F - λ_min(T)) / k`. -/
theorem densityError_le {T G : Matrix ι ι ℂ} (hT : T.IsHermitian) {n : ι → ℝ}
    (hn : n ∈ stdSimplex ℝ ι) {k : ℝ} (hk : 0 < k) (hG : G ∈ densityMatrices ι)
    (hmin : IsMinOn (penalised T n k) (densityMatrices ι) G) :
    densityError n G ≤ (constrainedMin T n - ⨅ i, hT.eigenvalues i) / k := by
  obtain ⟨G₀, ⟨hG₀, hd⟩, hE⟩ := (constrainedMin_isLeast T hn).1
  have h := isMinOn_iff.1 hmin G₀ hG₀
  have h0 : densityError n G₀ = 0 := by simp [densityError, hd]
  simp only [penalised, h0, hE, mul_zero, add_zero] at h
  rw [le_div_iff₀ hk]
  linarith [lowest_le_energy hT hG]

/-- For Hermitian `T` and a probability vector `n`, the penalised minimum is nondecreasing in `k`,
never exceeds `F`, and tends to `F` as `k` tends to infinity. -/
theorem penalisedMin_tendsto {T : Matrix ι ι ℂ} (hT : T.IsHermitian) {n : ι → ℝ}
    (hn : n ∈ stdSimplex ℝ ι) :
    Monotone (penalisedMin T n) ∧ (∀ k, penalisedMin T n k ≤ constrainedMin T n) ∧
      Tendsto (penalisedMin T n) atTop (nhds (constrainedMin T n)) := by
  have hpos : ∀ G : Matrix ι ι ℂ, 0 ≤ densityError n G := fun G =>
    Finset.sum_nonneg fun x _ => sq_nonneg _
  have hle : ∀ k, penalisedMin T n k ≤ constrainedMin T n := fun k => by
    obtain ⟨G, ⟨hG, hd⟩, hE⟩ := (constrainedMin_isLeast T hn).1
    have h := (penalisedMin_isLeast T hn k).2 ⟨G, hG, rfl⟩
    have h0 : densityError n G = 0 := by simp [densityError, hd]
    simpa only [penalised, h0, hE, mul_zero, add_zero] using h
  refine ⟨fun k l hkl => ?_, hle, tendsto_order.2 ⟨fun a ha => ?_, fun a ha =>
    Eventually.of_forall fun k => (hle k).trans_lt ha⟩⟩
  · obtain ⟨G, hG, hE⟩ := (penalisedMin_isLeast T hn l).1
    have h := (penalisedMin_isLeast T hn k).2 ⟨G, hG, rfl⟩
    have h2 := mul_le_mul_of_nonneg_right hkl (hpos G)
    unfold penalised at h hE
    linarith
  · -- states of energy at most `a < F` miss the target density by a fixed amount
    have hc := continuous_energy_error T n
    obtain ⟨δ, hδ, hK⟩ : ∃ δ > 0, ∀ G ∈ densityMatrices ι ∩ {G | energy T G ≤ a},
        δ ≤ densityError n G := by
      rcases (densityMatrices ι ∩ {G | energy T G ≤ a}).eq_empty_or_nonempty with h | h
      · exact ⟨1, one_pos, fun G hG => by simp [h] at hG⟩
      · obtain ⟨G, hG, hm⟩ := (isCompact_densityMatrices.inter_right
          (isClosed_le hc.1 continuous_const)).exists_isMinOn h hc.2.continuousOn
        refine ⟨densityError n G, lt_of_le_of_ne (hpos G) fun h0 => ?_, isMinOn_iff.1 hm⟩
        have hd : density G = n := by
          ext x
          have hx := (Finset.sum_eq_zero_iff_of_nonneg
            (fun y _ => sq_nonneg (density G y - n y))).1 h0.symm x (Finset.mem_univ x)
          exact sub_eq_zero.1 (pow_eq_zero_iff two_ne_zero |>.1 hx)
        have hF := (constrainedMin_isLeast T hn).2 ⟨G, ⟨hG.1, hd⟩, rfl⟩
        have hGa : energy T G ≤ a := hG.2
        linarith
    filter_upwards [eventually_gt_atTop (0 : ℝ), eventually_gt_atTop
      ((constrainedMin T n - ⨅ i, hT.eigenvalues i) / δ)] with k hk hkδ
    obtain ⟨G, hG, hE⟩ := (penalisedMin_isLeast T hn k).1
    by_contra hcon
    have hGa : energy T G ≤ a := by
      have h := mul_nonneg hk.le (hpos G)
      unfold penalised at hE
      linarith [not_lt.1 hcon]
    have hb := (hK G ⟨hG, hGa⟩).trans (densityError_le hT hn hk hG (isMinOn_iff.2
      fun G' hG' => hE.trans_le ((penalisedMin_isLeast T hn k).2 ⟨G', hG', rfl⟩)))
    rw [le_div_iff₀ hk] at hb
    rw [div_lt_iff₀ hδ] at hkδ
    linarith [mul_comm k δ]

/-- A local potential `v` adds the sum of `v` times the density to the energy. -/
theorem energy_add_potential (T G : Matrix ι ι ℂ) (v : ι → ℝ) :
    energy (T + diagonal fun x => (v x : ℂ)) G = energy T G + ∑ x, v x * density G x := by
  simp only [energy, density, Matrix.add_mul, Matrix.trace, Matrix.diag_apply,
    Matrix.add_apply, Matrix.diagonal_mul, Complex.re_sum, Complex.add_re,
    Complex.re_ofReal_mul, Finset.sum_add_distrib]

/-- For `k ≥ 0`, a density matrix `G` minimises the penalised energy exactly when it minimises the
energy of `T` plus the local potential `2k (G_xx - n_x)`. -/
theorem minimiser_iff_potential (T : Matrix ι ι ℂ) (n : ι → ℝ) {k : ℝ} (hk : 0 ≤ k)
    {G : Matrix ι ι ℂ} (hG : G ∈ densityMatrices ι) :
    IsMinOn (penalised T n k) (densityMatrices ι) G ↔
      IsMinOn (energy (T + diagonal fun x => ((2 * k * (density G x - n x) : ℝ) : ℂ)))
        (densityMatrices ι) G := by
  -- completing the square around the density of `G`
  have key : ∀ G', penalised T n k G' - penalised T n k G =
      energy (T + diagonal fun x => ((2 * k * (density G x - n x) : ℝ) : ℂ)) G' -
      energy (T + diagonal fun x => ((2 * k * (density G x - n x) : ℝ) : ℂ)) G +
      k * densityError (density G) G' := fun G' => by
    rw [energy_add_potential, energy_add_potential]
    have h : k * densityError n G' - k * densityError n G =
        ∑ x, 2 * k * (density G x - n x) * density G' x -
        ∑ x, 2 * k * (density G x - n x) * density G x +
        k * densityError (density G) G' := by
      simp only [densityError, Finset.mul_sum, ← Finset.sum_sub_distrib,
        ← Finset.sum_add_distrib]
      exact Finset.sum_congr rfl fun x _ => by ring
    unfold penalised
    linarith
  generalize (T + diagonal fun x => ((2 * k * (density G x - n x) : ℝ) : ℂ)) = W at key ⊢
  have hS : ∀ G', 0 ≤ k * densityError (density G) G' := fun G' =>
    mul_nonneg hk (Finset.sum_nonneg fun x _ => sq_nonneg _)
  rw [isMinOn_iff, isMinOn_iff]
  refine ⟨fun h G' hG' => ?_, fun h G' hG' => by linarith [key G', hS G', h G' hG']⟩
  by_contra hcon
  have hd : 0 < energy W G - energy W G' := sub_pos.2 (not_le.1 hcon)
  have hc := hS G'
  -- a small admixture of `G'` would lower the penalised energy
  obtain ⟨t, ht0, ht1, ht⟩ : ∃ t : ℝ, 0 < t ∧ t ≤ 1 ∧
      t * (k * densityError (density G) G' + (energy W G - energy W G')) =
        energy W G - energy W G' :=
    ⟨(energy W G - energy W G') /
      (k * densityError (density G) G' + (energy W G - energy W G')),
      by positivity, (div_le_one (by positivity)).2 (by linarith),
      div_mul_cancel₀ _ (by positivity)⟩
  have hH : ((1 - t : ℝ) : ℂ) • G + (t : ℂ) • G' ∈ densityMatrices ι := by
    refine ⟨(hG.1.smul ?_).add (hG'.1.smul ?_), ?_⟩
    · exact_mod_cast sub_nonneg.2 ht1
    · exact_mod_cast ht0.le
    · simp [trace_add, trace_smul, hG.2, hG'.2]
  have hE : energy W (((1 - t : ℝ) : ℂ) • G + (t : ℂ) • G') =
      (1 - t) * energy W G + t * energy W G' := by
    simp only [energy, Matrix.mul_add, Matrix.mul_smul, trace_add, trace_smul, smul_eq_mul,
      Complex.add_re, Complex.re_ofReal_mul]
  have hD : densityError (density G) (((1 - t : ℝ) : ℂ) • G + (t : ℂ) • G') =
      t ^ 2 * densityError (density G) G' := by
    simp only [densityError, density, Matrix.add_apply, Matrix.smul_apply, smul_eq_mul,
      Complex.add_re, Complex.re_ofReal_mul, Finset.mul_sum]
    exact Finset.sum_congr rfl fun x _ => by ring
  have h1 := key (((1 - t : ℝ) : ℂ) • G + (t : ℂ) • G')
  have h2 := h _ hH
  rw [hE, hD] at h1
  have h3 : 0 < t * (t * (energy W G - energy W G')) := by positivity
  have h4 := congrArg (fun z => t * z) ht

  nlinarith

end

end DensityInversion
```

```lean
#print axioms DensityInversion.penalisedMin_tendsto
-- 'DensityInversion.penalisedMin_tendsto' depends on axioms: [propext, Classical.choice, Quot.sound]
#print axioms DensityInversion.minimiser_iff_potential
-- 'DensityInversion.minimiser_iff_potential' depends on axioms: [propext, Classical.choice, Quot.sound]
```

## From the estimates to the code

`isCompact_densityMatrices` puts the set in a box of entries with norm at most one, using `det_nonneg` on a $2\times2$ submatrix, and writes it as an intersection of closed conditions. `lowest_le_energy` uses the spectral theorem and cyclicity of the trace; `density_mem`, applied to $U^\dagger GU$, supplies the populations.

`densityError_le` is the comparison with $G_0$, finished by `linarith`. In `penalisedMin_tendsto`, `tendsto_order` reduces the limit to the argument with $a<F$, `exists_isMinOn` provides $\delta$, and `filter_upwards` selects large $k$.

In `minimiser_iff_potential`, `key` is the expanded-square identity, with `energy_add_potential` separating off the potential term. `hH` shows that the mixture is a density matrix, `hE` and `hD` compute its energy and density shift, and `nlinarith` closes the contradiction.
